# Singular values of the coupling matrix of the open critical transverse-field Ising chain with unit couplings: the smallest, \(g(N)\), obeys \(N g(N)\to\pi/2\)

## Two sites

For two sites the coupling matrix and its product with the transpose are
\[
M=\begin{pmatrix}1&0\\-1&1\end{pmatrix},\qquad
MM^{T}=\begin{pmatrix}1&-1\\-1&2\end{pmatrix}.
\]
The eigenvalues of \(MM^T\) are \((3\mp\sqrt5)/2\), which equal \(4\sin^2(\pi/10)\) and \(4\sin^2(3\pi/10)\). An eigenvector for the first is \((\cos x,\cos 3x)\) with \(x=\pi/10\). The next value of this wave, \(\cos 5x\), is zero: the wave vanishes just beyond the chain, and this condition selects \(x\).

## From spins to the matrix

Take \(H=-\sum_{n=0}^{N-2}\sigma^x_n\sigma^x_{n+1}-\sum_{n=0}^{N-1}\sigma^z_n\), with equal bond and field strengths. The Jordan–Wigner transformation, with Majorana operators \(a_n,b_n\) that square to one, gives \(H=i\sum_{m,n}a_mM_{mn}b_n\). Here \(M\) has \(1\) on the diagonal (field), \(-1\) on the subdiagonal (bonds) and zeros elsewhere. Each singular value \(s\) of \(M\) is a fermion mode with excitation energy \(2s\), so the smallest one, \(g(N)\), fixes the gap \(2g(N)\) of the chain. The spins interact, but the fermions are free. The file starts from \(M\); this translation from spins is background.

## Waves, spectrum and limit

Write \(S_k=\sin(2kx)\) and \(C_k=\cos((2k+1)x)\). Let \(r\) and \(l\) be the vectors with components \(r_n=S_{n+1}\) and \(l_n=C_n\), for \(n=0,\dots,N-1\). Since \(S_0=0\),
\[
(Mr)_n=S_{n+1}-S_n=2\sin x\;C_n .
\]
If also \(C_N=0\), then
\[
(M^Tl)_n=C_n-C_{n+1}=2\sin x\;S_{n+1}.
\]
The condition \(C_N=0\) holds for \((2N+1)x=(2j+1)\pi/2\), that is, for
\[
x_j=\frac{(2j+1)\pi}{4N+2},\qquad j=0,\dots,N-1 .
\]
Hence \(MM^Tl=4\sin^2x_j\,l\). Multiplying \(l\) and \(r\) by \(2/\sqrt{2N+1}\) normalises them.

All \(x_j\) lie strictly between \(0\) and \(\pi/2\), so \(l_0=\cos x_j>0\) and \(l\ne0\). The sine increases there, so the \(N\) eigenvalues are distinct. Eigenvectors for distinct eigenvalues are independent, which leaves no room for another eigenvalue in \(N\) dimensions.

The smallest singular value is therefore \(g(N)=2\sin t\) with \(t=\pi/(4N+2)\). Since \(N=\pi/(4t)-1/2\),
\[
N g(N)=\frac{\pi}{2}\,\frac{\sin t}{t}-\sin t\;\longrightarrow\;\frac{\pi}{2}.
\]

## The gap in a finite-size calculation

A free-fermion calculation finds the modes from a singular value decomposition of the \(N\times N\) matrix \(M\), without the \(2^N\)-dimensional spin space. For \(N=10\) the smallest singular value is \(0.1495\), so \(Ng(N)\approx1.495\), while \((N+\tfrac12)g(N)\approx1.569\) is already close to \(\pi/2\approx1.571\).

## The statements in Lean

`coupling N` is \(M\), with sites and modes counted from zero; `angle N j` is \(x_j\) and `modeValue N j` is \(2\sin x_j\). `eigenvalue_iff` says that a real \(\mu\) has a nonzero real eigenvector of \(MM^T\) exactly when \(\mu=4\sin^2x_j\) for some \(j<N\).

`singularValues N` is the set of \(s\ge0\) whose square is such an eigenvalue. `isLeast_singularValue` identifies its least element for \(N\ge1\). `gap_law` takes any sequence `g` of these least elements and gives the limit; `g 0` is arbitrary. The theorems concern uniform, critical couplings and open ends.

```lean
import Mathlib

open Real Matrix Filter Topology

namespace CriticalIsingChain

noncomputable section

/-- The matrix coupling the two Majorana species of the open critical Ising chain:
`1` on the diagonal (field), `-1` on the subdiagonal (bonds), zero elsewhere. -/
def coupling (N : ℕ) : Matrix (Fin N) (Fin N) ℝ :=
  Matrix.of fun i j => if (i : ℕ) = j then 1 else if (i : ℕ) = (j : ℕ) + 1 then -1 else 0

/-- The half wave number `(2j+1)π/(4N+2)` of mode `j`, counted from `j = 0`. -/
def angle (N j : ℕ) : ℝ := (2 * (j : ℝ) + 1) * π / (4 * (N : ℝ) + 2)

/-- Twice the sine of the half wave number of mode `j`. -/
def modeValue (N j : ℕ) : ℝ := 2 * sin (angle N j)

/-- The cosine wave of mode `j` on the first Majorana species. -/
def leftMode (N j : ℕ) : Fin N → ℝ := fun n => cos ((2 * ((n : ℕ) : ℝ) + 1) * angle N j)

/-- The sine wave of mode `j` on the second Majorana species. -/
def rightMode (N j : ℕ) : Fin N → ℝ := fun n => sin (2 * (((n : ℕ) + 1 : ℕ) : ℝ) * angle N j)

/-- The singular values of the coupling matrix `M`: the numbers `s ≥ 0` whose square is an
eigenvalue of `M Mᵀ`. -/
def singularValues (N : ℕ) : Set ℝ :=
  {s | 0 ≤ s ∧ ∃ v : Fin N → ℝ, v ≠ 0 ∧ (coupling N * (coupling N)ᵀ) *ᵥ v = s ^ 2 • v}

/-- The coupling matrix acts as a backward lattice difference on waves that vanish just
before the first site. -/
theorem coupling_mulVec (N : ℕ) (u : ℕ → ℝ) (h0 : u 0 = 0) (i : Fin N) :
    (coupling N *ᵥ fun j : Fin N => u ((j : ℕ) + 1)) i = u ((i : ℕ) + 1) - u i := by
  have e : ∀ j : ℕ, (if (i : ℕ) = j then (1 : ℝ) else if (i : ℕ) = j + 1 then -1 else 0)
      * u (j + 1) = (if (i : ℕ) = j then u (j + 1) else 0)
        - (if (i : ℕ) = j + 1 then u (j + 1) else 0) := by
    intro j
    split_ifs <;> simp
    omega
  have e3 : ∀ k : ℕ, k < N →
      ∑ j ∈ Finset.range N, (if k = j + 1 then u (j + 1) else 0) = u k := by
    intro k hk
    cases k with
    | zero =>
      rw [h0]
      exact Finset.sum_eq_zero fun j _ => if_neg (by omega)
    | succ k =>
      rw [Finset.sum_eq_single_of_mem k (Finset.mem_range.2 (by omega))]
      · simp
      · intro j _ hj
        exact if_neg (by omega)
  refine (Fin.sum_univ_eq_sum_range (fun j : ℕ => (if (i : ℕ) = j then (1 : ℝ)
    else if (i : ℕ) = j + 1 then -1 else 0) * u (j + 1)) N).trans ?_
  simp only [e, Finset.sum_sub_distrib]
  rw [e3 i i.2, Finset.sum_ite_eq, if_pos (Finset.mem_range.2 i.2)]

/-- The transposed coupling matrix acts as a forward lattice difference, with reversed sign,
on waves that vanish just after the last site. -/
theorem coupling_transpose_mulVec (N : ℕ) (v : ℕ → ℝ) (hN : v N = 0) (i : Fin N) :
    ((coupling N)ᵀ *ᵥ fun j : Fin N => v (j : ℕ)) i = v i - v ((i : ℕ) + 1) := by
  have e : ∀ j : ℕ, (if j = (i : ℕ) then (1 : ℝ) else if j = (i : ℕ) + 1 then -1 else 0)
      * v j = (if j = (i : ℕ) then v j else 0) - (if j = (i : ℕ) + 1 then v j else 0) := by
    intro j
    split_ifs <;> simp
    omega
  refine (Fin.sum_univ_eq_sum_range (fun j : ℕ => (if j = (i : ℕ) then (1 : ℝ)
    else if j = (i : ℕ) + 1 then -1 else 0) * v j) N).trans ?_
  simp only [e, Finset.sum_sub_distrib]
  rw [Finset.sum_ite_eq', Finset.sum_ite_eq', if_pos (Finset.mem_range.2 i.2)]
  by_cases h : (i : ℕ) + 1 < N
  · rw [if_pos (Finset.mem_range.2 h)]
  · have hi : (i : ℕ) + 1 = N := by have := i.2; omega
    rw [if_neg (fun hm => h (Finset.mem_range.1 hm)), hi, hN]

/-- `M` maps the sine wave to the cosine wave and `Mᵀ` maps the cosine wave to the sine wave, with
the mode value as common factor. -/
theorem singular_pair (N j : ℕ) :
    coupling N *ᵥ rightMode N j = modeValue N j • leftMode N j ∧
    (coupling N)ᵀ *ᵥ leftMode N j = modeValue N j • rightMode N j := by
  have t1 : ∀ (k : ℕ) (x : ℝ), sin (2 * ((k + 1 : ℕ) : ℝ) * x) - sin (2 * (k : ℝ) * x)
      = 2 * sin x * cos ((2 * (k : ℝ) + 1) * x) := by
    intro k x
    rw [show 2 * ((k + 1 : ℕ) : ℝ) * x = (2 * (k : ℝ) + 1) * x + x by push_cast; ring,
      show 2 * (k : ℝ) * x = (2 * (k : ℝ) + 1) * x - x by ring, Real.sin_add, Real.sin_sub]
    ring
  have t2 : ∀ (k : ℕ) (x : ℝ), cos ((2 * (k : ℝ) + 1) * x)
      - cos ((2 * ((k + 1 : ℕ) : ℝ) + 1) * x) = 2 * sin x * sin (2 * ((k + 1 : ℕ) : ℝ) * x) := by
    intro k x
    rw [show (2 * ((k + 1 : ℕ) : ℝ) + 1) * x = 2 * ((k + 1 : ℕ) : ℝ) * x + x by ring,
      show (2 * (k : ℝ) + 1) * x = 2 * ((k + 1 : ℕ) : ℝ) * x - x by push_cast; ring,
      Real.cos_add, Real.cos_sub]
    ring
  -- the boundary condition at the far end quantises the wave number
  have hend : cos ((2 * (N : ℝ) + 1) * angle N j) = 0 := by
    refine Real.cos_eq_zero_iff.2 ⟨(j : ℤ), ?_⟩
    have h : (4 * (N : ℝ) + 2) ≠ 0 := by positivity
    rw [Int.cast_natCast, angle, mul_div_assoc', div_eq_div_iff h two_ne_zero]
    ring
  constructor <;> funext n
  · exact (coupling_mulVec N (fun k => sin (2 * (k : ℝ) * angle N j)) (by simp) n).trans
      (t1 n (angle N j))
  · exact (coupling_transpose_mulVec N (fun k => cos ((2 * (k : ℝ) + 1) * angle N j))
      hend n).trans (t2 n (angle N j))

/-- For `j < N` the half wave number lies strictly between `0` and `π/2`. -/
theorem angle_bounds {N j : ℕ} (hj : j < N) : 0 < angle N j ∧ angle N j < π / 2 := by
  have h : (j : ℝ) < N := by exact_mod_cast hj
  unfold angle
  refine ⟨by positivity, ?_⟩
  rw [div_lt_iff₀ (by positivity)]
  nlinarith [mul_lt_mul_of_pos_right h Real.pi_pos]

/-- The mode values are positive and strictly increasing in the mode number below `N`. -/
theorem modeValue_pos_and_lt {N k : ℕ} (hk : k < N) :
    0 < modeValue N k ∧ ∀ j < k, modeValue N j < modeValue N k := by
  obtain ⟨h0, h1⟩ := angle_bounds hk
  have hpi := Real.pi_pos
  refine ⟨mul_pos two_pos (Real.sin_pos_of_pos_of_lt_pi h0 (by linarith)), fun j hj => ?_⟩
  have hlt : angle N j < angle N k := by
    have h : (j : ℝ) < k := by exact_mod_cast hj
    unfold angle
    gcongr
  have := Real.sin_lt_sin_of_lt_of_le_pi_div_two
    (by linarith [(angle_bounds (hj.trans hk)).1]) h1.le hlt
  unfold modeValue
  linarith

/-- For `j < N` the cosine wave is a nonzero eigenvector of `M Mᵀ`, with the squared mode
value as eigenvalue. -/
theorem leftMode_eigenvector {N j : ℕ} (hj : j < N) : leftMode N j ≠ 0 ∧
    (coupling N * (coupling N)ᵀ) *ᵥ leftMode N j = modeValue N j ^ 2 • leftMode N j := by
  constructor
  · intro h
    have h0 : cos ((2 * ((0 : ℕ) : ℝ) + 1) * angle N j) = 0 := congrFun h ⟨0, by omega⟩
    rw [Nat.cast_zero, mul_zero, zero_add, one_mul] at h0
    obtain ⟨h1, h2⟩ := angle_bounds hj
    exact (Real.cos_pos_of_mem_Ioo ⟨by linarith [Real.pi_pos], h2⟩).ne' h0
  · rw [← Matrix.mulVec_mulVec, (singular_pair N j).2, Matrix.mulVec_smul,
      (singular_pair N j).1, smul_smul, sq]

/-- The eigenvalues of `M Mᵀ` are exactly the numbers `4 sin²((2j+1)π/(4N+2))` with
`j = 0, …, N-1`. -/
theorem eigenvalue_iff (N : ℕ) (μ : ℝ) :
    (∃ v : Fin N → ℝ, v ≠ 0 ∧ (coupling N * (coupling N)ᵀ) *ᵥ v = μ • v) ↔
    ∃ j < N, μ = 4 * sin (angle N j) ^ 2 := by
  have hsq : ∀ j : ℕ, modeValue N j ^ 2 = 4 * sin (angle N j) ^ 2 := by
    intro j
    unfold modeValue
    ring
  constructor
  · rintro ⟨v, hv, h⟩
    by_contra hne
    -- a further eigenvalue would give N + 1 independent vectors in N dimensions
    let e : Option (Fin N) → ℝ := fun o => o.elim μ fun j => modeValue N j ^ 2
    let w : Option (Fin N) → Fin N → ℝ := fun o => o.elim v fun j => leftMode N j
    have hinj : Function.Injective e := by
      rintro (_ | j) (_ | k) hjk
      · rfl
      · exact absurd ⟨k, k.2, Eq.trans hjk (hsq k)⟩ hne
      · exact absurd ⟨j, j.2, Eq.trans (Eq.symm hjk) (hsq j)⟩ hne
      · have hs : modeValue N j = modeValue N k :=
          (sq_eq_sq₀ (modeValue_pos_and_lt j.2).1.le (modeValue_pos_and_lt k.2).1.le).1 hjk
        rcases lt_trichotomy (j : ℕ) (k : ℕ) with hl | hl | hl
        · exact absurd hs ((modeValue_pos_and_lt k.2).2 j hl).ne
        · exact congrArg some (Fin.ext hl)
        · exact absurd hs ((modeValue_pos_and_lt j.2).2 k hl).ne'
    have hev : ∀ o, Module.End.HasEigenvector
        (Matrix.toLin' (coupling N * (coupling N)ᵀ)) (e o) (w o) := by
      rintro (_ | j)
      · exact ⟨Module.End.mem_eigenspace_iff.2 ((Matrix.toLin'_apply _ _).trans h), hv⟩
      · exact ⟨Module.End.mem_eigenspace_iff.2 ((Matrix.toLin'_apply _ _).trans
          (leftMode_eigenvector j.2).2), (leftMode_eigenvector j.2).1⟩
    have hcard := (Module.End.eigenvectors_linearIndependent' _ e hinj w
      hev).fintype_card_le_finrank
    rw [Fintype.card_option, Fintype.card_fin, Module.finrank_fin_fun] at hcard
    omega
  · rintro ⟨j, hj, rfl⟩
    rw [← hsq j]
    exact ⟨leftMode N j, leftMode_eigenvector hj⟩

/-- For a chain of at least one site the smallest singular value of `M` is
`2 sin(π/(4N+2))`. -/
theorem isLeast_singularValue {N : ℕ} (hN : 0 < N) :
    IsLeast (singularValues N) (2 * sin (π / (4 * (N : ℝ) + 2))) := by
  have h0 : 2 * sin (π / (4 * (N : ℝ) + 2)) = modeValue N 0 := by
    simp [modeValue, angle]
  rw [h0]
  refine ⟨⟨(modeValue_pos_and_lt hN).1.le, leftMode N 0, leftMode_eigenvector hN⟩, ?_⟩
  rintro s ⟨hs, hv⟩
  obtain ⟨j, hj, e⟩ := (eigenvalue_iff N (s ^ 2)).1 hv
  have e' : s ^ 2 = modeValue N j ^ 2 := by
    rw [e, modeValue]
    ring
  rw [(sq_eq_sq₀ hs (modeValue_pos_and_lt hj).1.le).1 e']
  rcases Nat.eq_zero_or_pos j with rfl | hpos
  · exact le_rfl
  · exact ((modeValue_pos_and_lt hj).2 0 hpos).le

/-- Finite-size gap law: if `g N` is the smallest singular value of the coupling matrix of
the `N`-site chain for every `N ≥ 1`, then `N * g N` tends to `π/2`. -/
theorem gap_law (g : ℕ → ℝ) (hg : ∀ N, 0 < N → IsLeast (singularValues N) (g N)) :
    Tendsto (fun N : ℕ => (N : ℝ) * g N) atTop (𝓝 (π / 2)) := by
  have hden : Tendsto (fun N : ℕ => 4 * (N : ℝ) + 2) atTop atTop :=
    tendsto_atTop_add_const_right _ _
      (tendsto_natCast_atTop_atTop.const_mul_atTop (by norm_num))
  have hx : Tendsto (fun N : ℕ => π / (4 * (N : ℝ) + 2)) atTop (𝓝 0) :=
    tendsto_const_nhds.div_atTop hden
  have hx' : Tendsto (fun N : ℕ => π / (4 * (N : ℝ) + 2)) atTop (𝓝[≠] 0) := by
    refine tendsto_nhdsWithin_iff.2 ⟨hx, Eventually.of_forall fun N => ?_⟩
    have : 0 < π / (4 * (N : ℝ) + 2) := by positivity
    exact this.ne'
  -- sin t / t tends to 1 at the origin
  have hslope := (Real.hasDerivAt_sin 0).tendsto_slope_zero
  simp only [zero_add, Real.sin_zero, sub_zero, smul_eq_mul, Real.cos_zero] at hslope
  have hsin := (Real.continuous_sin.tendsto 0).comp hx
  have lim := ((hslope.comp hx').const_mul (π / 2)).sub hsin
  rw [Real.sin_zero, mul_one, sub_zero] at lim
  refine lim.congr' ?_
  filter_upwards [eventually_gt_atTop 0] with N hN
  rw [(hg N hN).unique (isLeast_singularValue hN)]
  simp only [Function.comp_apply]
  rw [inv_div]
  have hp : π * π⁻¹ = 1 := mul_inv_cancel₀ Real.pi_ne_zero
  linear_combination (2 * (N : ℝ) + 1) * sin (π / (4 * (N : ℝ) + 2)) * hp

end

end CriticalIsingChain
```

```lean
#print axioms CriticalIsingChain.isLeast_singularValue
#print axioms CriticalIsingChain.gap_law
```

```
'CriticalIsingChain.isLeast_singularValue' depends on axioms: [propext, Classical.choice, Quot.sound]
'CriticalIsingChain.gap_law' depends on axioms: [propext, Classical.choice, Quot.sound]
```

## The proof in the file

`coupling_mulVec` and `coupling_transpose_mulVec` reduce the matrix sums to the two differences, with the vanishing boundary values as hypotheses. In `singular_pair`, `t1` and `t2` are the trigonometric identities and `hend` is \(C_N=0\).

`angle_bounds` and `modeValue_pos_and_lt` supply positivity and ordering, and `leftMode_eigenvector` applies \(M^T\) and then \(M\). For completeness, `eigenvalue_iff` assumes an extra eigenvalue and indexes it together with the known ones by `Option (Fin N)`. `hinj` shows that all these values are distinct; linear independence then yields \(N+1\le N\), which `omega` refutes.

`isLeast_singularValue` takes non-negative square roots and compares each mode with \(j=0\). In `gap_law`, `hslope` is \(\sin t/t\to1\), obtained from the derivative of sine at zero. The final `linear_combination` verifies the decomposition of \(Ng(N)\) displayed above.
